# Partial derivatives of a real polynomial in finitely many variables commute

The lemma says that for a polynomial `p` in `n` variables with real coefficients, differentiating in the `j`-th variable and then the `i`-th gives the same polynomial as differentiating in the opposite order. In physical terms, if a scalar quantity is a polynomial in the coordinates, its mixed second derivatives do not depend on the order in which they are taken. The derivatives are the formal ones on polynomials, and no field, gauge condition or equation of motion enters the statement. The proof forms the commutator of the two derivatives, which is itself a derivation, and aims to show that it vanishes on every variable and is therefore zero. Applying this to `p` should then give the result.

An attempt in Lean 4 with a fault in it:

```lean
import Mathlib

open MvPolynomial

namespace FockSchwingerGauge

noncomputable section

variable {n d : ℕ}

/-- Mixed second derivatives of a polynomial commute. -/
lemma mixed_pderiv_comm (i j : Fin n) (p : MvPolynomial (Fin n) ℝ) :
    pderiv i (pderiv j p) = pderiv j (pderiv i p) := by
  -- the commutator is a derivation that vanishes on every coordinate
  have h : ⁅(pderiv i : Derivation ℝ (MvPolynomial (Fin n) ℝ) (MvPolynomial (Fin n) ℝ)),
      pderiv j⁆ = 0 := by
    apply MvPolynomial.derivation_ext
    intro k
    simp only [Derivation.commutator_apply, pderiv_X, Pi.single_apply]
    split_ifs <;> simp
  have hp := congrArg (fun D => D p) h
  simpa [Derivation.commutator_apply, sub_eq_zero] using hp

end

end FockSchwingerGauge
```

The error:

```
Main.lean:16:6: error: typeclass instance problem is stuck
  CommSemiring ?m.34

Note: Lean will not try to resolve this typeclass instance problem because the type argument to `CommSemiring` is a metavariable. This argument must be fully determined before Lean will try to resolve the typeclass.

Hint: Adding type annotations and supplying implicit arguments to functions can give Lean more information for typeclass resolution. For example, if you have a variable `x` that you intend to be a `Nat`, but Lean reports it as having an unresolved type like `?m`, replacing `x` with `(x : Nat)` can get typeclass resolution un-stuck.
```

Diagnosis. The error points to the second entry of the bracket, `pderiv j`. Lean needs a `CommSemiring` instance for the coefficients of the polynomials this derivative acts on, but does not know what those coefficients are. The index `j : Fin n` fixes only the variables.

The first entry has a type annotation, but this does not settle the second. Mathlib's bracket notation allows its two entries to have different types, so that one object can act on another of a different kind. The `0` on the right has no type of its own to offer either. The coefficient type therefore stays unknown, and the instance search is stuck.

The repair gives `pderiv j` the same annotation as `pderiv i`, which fixes the coefficients as `ℝ`.

The other change replaces `congrArg` with `DFunLike.congr_fun`. Both are ways of applying the equality `h` to `p`, and no message complains of the old line, so as far as the messages show this is tidying.

Lean accepts the file once it reads:

```diff
@@ -14,10 +14,10 @@
   -- the commutator is a derivation that vanishes on every coordinate
   have h : ⁅(pderiv i : Derivation ℝ (MvPolynomial (Fin n) ℝ) (MvPolynomial (Fin n) ℝ)),
-      pderiv j⁆ = 0 := by
+      (pderiv j : Derivation ℝ (MvPolynomial (Fin n) ℝ) (MvPolynomial (Fin n) ℝ))⁆ = 0 := by
     apply MvPolynomial.derivation_ext
     intro k
     simp only [Derivation.commutator_apply, pderiv_X, Pi.single_apply]
     split_ifs <;> simp
-  have hp := congrArg (fun D => D p) h
+  have hp := DFunLike.congr_fun h p
   simpa [Derivation.commutator_apply, sub_eq_zero] using hp
 
```
